# The dipole screening factor 1 − e^(−x) is smaller in magnitude than x for x > 0

The factor 1 − e^(−x) is described in the file as screening the isotropic part of the dipole tensor. The theorem states that |1 − e^(−x)| < x for every real x > 0; the tensor itself is not modelled, and x is simply a positive real number. The attempt collects two facts about the exponential, 1 − x < e^(−x) and e^(−x) < 1. It then splits the absolute value into a lower and an upper bound and leaves both to `linarith`.

As first written in Lean, the proof fails:

```lean
import Mathlib

open Matrix

namespace TransverseBound

noncomputable section

/-- The screening factor `1 - exp (-x)` of the isotropic part of the dipole tensor. -/
def screen3 (x : ℝ) : ℝ := 1 - Real.exp (-x)

/-- For `x > 0` the transverse coupling `screen3 x` is smaller than `x` in magnitude. -/
theorem transverse_bound {x : ℝ} (hx : 0 < x) : |screen3 x| < x := by
  have h1 := Real.add_one_lt_exp (neg_ne_zero.mpr hx.ne')
  have h2 : Real.exp (-x) < 1 := Real.exp_lt_one (by linarith)
  unfold screen3
  rw [abs_lt]
  constructor <;> linarith

end

end TransverseBound
```

Messages:

```
Main.lean:15:33: error(lean.unknownIdentifier): Unknown constant `Real.exp_lt_one`
```

The change, after which it compiles:

```diff
@@ -13,5 +13,5 @@
 theorem transverse_bound {x : ℝ} (hx : 0 < x) : |screen3 x| < x := by
   have h1 := Real.add_one_lt_exp (neg_ne_zero.mpr hx.ne')
-  have h2 : Real.exp (-x) < 1 := Real.exp_lt_one (by linarith)
+  have h2 : Real.exp (-x) < 1 := Real.exp_lt_one_iff.mpr (by linarith)
   unfold screen3
   rw [abs_lt]
```

What went wrong. The message says that Lean found no constant called `Real.exp_lt_one` in the Mathlib this file imports. The fault lies in the name, not in the mathematics: the intended fact, that e^(−x) < 1 when −x < 0, is true.

The repair uses `Real.exp_lt_one_iff`, which does exist and states an equivalence: the exponential of a real number is less than 1 exactly when that number is negative. Because it is an equivalence and not an implication, the proof takes its right-to-left direction with `.mpr`. What remains to be shown is `-x < 0`, which the unchanged `by linarith` obtains from `hx`. This supplies `h2` as it was first stated, and the rest of the proof stands without alteration.
